# Spinless-fermion charge energy of the infinite-U Hubbard ring at odd particle number: closed form and large-ring limit

The charge motion is represented by free spinless fermions on a periodic ring, and a many-particle state enters only through the finite set of momentum labels that it occupies. Behind this choice is the physics of infinite repulsion U in one dimension: no site holds two electrons, and electrons hopping between neighbouring sites cannot pass one another, so the charges move like particles without spin. That reduction is assumed, not derived, and the Hubbard Hamiltonian itself does not appear. On a ring, the spin configuration can also change the boundary condition felt by the charges; here it is always periodic.

Let L be the number of sites, t the hopping amplitude and N = 2m+1 the number of fermions, with m = 0, 1, 2, … For t ≥ 0 and N ≤ L, the occupied labels −m, …, m give the least energy among all choices of N distinct momenta. For L ≥ 2 their energy is −2t sin(πN/L)/sin(π/L), and the energy per site tends to −(2t/π) sin(πn) when L → ∞ and N/L → n.

```lean
import Mathlib

open Filter Topology Real

namespace InfiniteUHubbardRing

noncomputable section
```

## One particle on the ring

A momentum is labelled by an integer j and has the value

k(j) = 2πj/L.

```lean
/-- The momentum `2πj/L` with integer label `j` on a ring of `L ≥ 1` sites. -/
def momentum (L : ℕ) (j : ℤ) : ℝ := 2 * π * j / L
```

The corresponding one-particle energy is

ε(j) = −2t cos k(j).

```lean
/-- The tight-binding energy `-2t cos(2πj/L)` on a ring of `L ≥ 1` sites. -/
def band (t : ℝ) (L : ℕ) (j : ℤ) : ℝ := -2 * t * Real.cos (momentum L j)
```

Wave functions are defined on all integers x, and the ring enters by requiring that they repeat after L sites. Hopping with matrix element −t then acts as

(hψ)(x) = −t [ψ(x+1) + ψ(x−1)].

```lean
/-- Nearest-neighbour hopping with matrix element `-t`, acting on a one-particle wave function. -/
def hop (t : ℝ) (ψ : ℤ → ℂ) (x : ℤ) : ℂ := -t * (ψ (x + 1) + ψ (x - 1))
```

The candidate eigenfunctions are the plane waves exp(i k(j) x). They are left unnormalised; the normalised state on the ring carries an additional factor 1/√L, which does not affect the eigenvalue.

```lean
/-- The plane wave with momentum `2πj/L`, for `L ≥ 1`. -/
def planeWave (L : ℕ) (j x : ℤ) : ℂ :=
  Complex.exp ((momentum L j : ℂ) * x * Complex.I)
```

## Occupied momenta and their energy

Labels that differ by L describe the same plane wave, so the allowed momenta are counted once by taking L consecutive integers. For odd L these run from −(L−1)/2 to (L−1)/2, and for even L from −L/2+1 to L/2. The integer division in `zone` covers both cases.

```lean
/-- The Brillouin zone: the `L` consecutive momentum labels that end at `L/2`, rounded down. -/
def zone (L : ℕ) : Finset ℤ := Finset.Ioc ((L : ℤ) / 2 - L) ((L : ℤ) / 2)
```

The symmetric Fermi sea is F = {−m, …, m}, which has 2m+1 members.

```lean
/-- The symmetric set of occupied momentum labels `-m, ..., m`. -/
def fermiSea (m : ℕ) : Finset ℤ := Finset.Icc (-(m : ℤ)) m
```

For non-interacting fermions the total energy of an occupied set S is a sum over its labels:

E(S) = Σ ε(j), with j running over S.

Since S is a `Finset`, no label is occupied twice, as the Pauli principle demands.

```lean
/-- The total energy of spinless fermions occupying the momentum labels in `S`, for `L ≥ 1`. -/
def energy (t : ℝ) (L : ℕ) (S : Finset ℤ) : ℝ := ∑ j ∈ S, band t L j
```

The function that will turn out to be the limiting energy per site is

e(n) = −(2t/π) sin(πn),

where n is the number of fermions per site.

```lean
/-- The energy per site `-(2t/π) sin(πn)` as a function of the filling `n`. -/
def energyDensity (t n : ℝ) : ℝ := -(2 * t / π) * Real.sin (π * n)
```

## Plane waves diagonalise the hopping

Write k for k(j). Moving a plane wave by one site multiplies it by exp(±ik), so

−t [exp(ik(x+1)) + exp(ik(x−1))] = −t [exp(ik) + exp(−ik)] exp(ikx) = −2t cos k · exp(ikx).

In the proof, `h1` and `h2` are the two shifts, and `Complex.two_cos` supplies the last equality.

```lean
/-- A plane wave is an eigenfunction of the hopping operator, with the band energy as
eigenvalue. -/
theorem hop_planeWave (t : ℝ) (L : ℕ) (j x : ℤ) :
    hop t (planeWave L j) x = band t L j * planeWave L j x := by
  have h1 : planeWave L j (x + 1) =
      planeWave L j x * Complex.exp ((momentum L j : ℂ) * Complex.I) := by
    unfold planeWave
    rw [← Complex.exp_add]
    congr 1
    push_cast
    ring
  have h2 : planeWave L j (x - 1) =
      planeWave L j x * Complex.exp (-(momentum L j : ℂ) * Complex.I) := by
    unfold planeWave
    rw [← Complex.exp_add]
    congr 1
    push_cast
    ring
  unfold hop band
  rw [h1, h2]
  push_cast
  linear_combination (t * planeWave L j x) * Complex.two_cos (momentum L j : ℂ)
```

These functions also fit on the ring, because kL = 2πj:

exp(ik(x+L)) = exp(ikx) exp(2πij) = exp(ikx).

```lean
/-- The plane waves are periodic around the ring. -/
theorem planeWave_periodic {L : ℕ} (hL : L ≠ 0) (j x : ℤ) :
    planeWave L j (x + L) = planeWave L j x := by
  have hL' : (L : ℂ) ≠ 0 := Nat.cast_ne_zero.2 hL
  have hk : (momentum L j : ℂ) * L = 2 * π * j := by
    unfold momentum
    push_cast
    field_simp
  have he : (momentum L j : ℂ) * ((x + L : ℤ) : ℂ) * Complex.I =
      (momentum L j : ℂ) * x * Complex.I + j * (2 * π * Complex.I) := by
    push_cast
    linear_combination Complex.I * hk
  unfold planeWave
  rw [he, Complex.exp_add, Complex.exp_int_mul_two_pi_mul_I, mul_one]
```

## The symmetric sea is the cheapest choice

Let i and j be two momentum labels (i is no longer the imaginary unit) with |i| ≤ |j| and 2|j| ≤ L. Then

0 ≤ |k(i)| ≤ |k(j)| ≤ π.

The cosine is even and decreases on [0, π], so cos k(j) ≤ cos k(i). Multiplying by −2t, with t ≥ 0, reverses the inequality and gives ε(i) ≤ ε(j). The Lean proof follows the same route, with `habs` expressing |k(j)| through |j|.

```lean
/-- For `t ≥ 0`, the band energy inside the Brillouin zone does not decrease with the size of the
momentum. -/
theorem band_mono {t : ℝ} (ht : 0 ≤ t) {L : ℕ} (hL : 0 < L) {i j : ℤ}
    (hij : i.natAbs ≤ j.natAbs) (hj : 2 * j.natAbs ≤ L) : band t L i ≤ band t L j := by
  have hL' : (0 : ℝ) < L := Nat.cast_pos.2 hL
  have habs : ∀ a : ℤ, |momentum L a| = 2 * π * (a.natAbs : ℝ) / L := by
    intro a
    unfold momentum
    rw [abs_div, abs_mul, abs_of_pos Real.two_pi_pos, Nat.abs_cast, Nat.cast_natAbs,
      Int.cast_abs]
  have h1 : (i.natAbs : ℝ) ≤ (j.natAbs : ℝ) := (Nat.cast_le (α := ℝ)).2 hij
  have h2 : 2 * (j.natAbs : ℝ) ≤ L := by
    have h' := (Nat.cast_le (α := ℝ)).2 hj
    rwa [Nat.cast_mul, Nat.cast_ofNat] at h'
  have hc : Real.cos (momentum L j) ≤ Real.cos (momentum L i) := by
    rw [← Real.cos_abs (momentum L j), ← Real.cos_abs (momentum L i)]
    apply Real.cos_le_cos_of_nonneg_of_le_pi (abs_nonneg _)
    · rw [habs, div_le_iff₀ hL']
      nlinarith [mul_le_mul_of_nonneg_left h2 Real.pi_pos.le]
    · rw [habs, habs]
      gcongr
  unfold band
  nlinarith [mul_le_mul_of_nonneg_left hc ht]
```

Now let S be any set of 2m+1 labels from the zone, and measure energies from the Fermi level ε(m). A label in F but not in S has |j| ≤ m, hence ε(j) − ε(m) ≤ 0. A label in S but not in F has |j| > m, hence ε(j) − ε(m) ≥ 0. The labels common to both sets contribute equally, so

Σ over F of [ε(j) − ε(m)] ≤ Σ over S of [ε(j) − ε(m)].

Both sets have 2m+1 members, so the subtracted constants agree and E(F) ≤ E(S). The two sign statements are `hlow` and `hhigh`, and their combination is `key`. In the theorem, `IsLeast` says that E(F) belongs to the set of possible energies and is a lower bound for it. The comparison is between sets of occupied plane waves; a many-particle Hilbert space is not constructed.

```lean
/-- For `t ≥ 0` and `2m+1 ≤ L` spinless fermions on the periodic ring, the symmetric Fermi sea has
the least energy among all choices of distinct momenta. -/
theorem fermiSea_isLeast {t : ℝ} (ht : 0 ≤ t) {L m : ℕ} (h : 2 * m + 1 ≤ L) :
    IsLeast {E : ℝ | ∃ S ⊆ zone L, S.card = 2 * m + 1 ∧ energy t L S = E}
      (energy t L (fermiSea m)) := by
  have hF : (fermiSea m).card = 2 * m + 1 := by
    rw [fermiSea, Int.card_Icc]
    omega
  refine ⟨⟨fermiSea m, ?_, hF, rfl⟩, ?_⟩
  · intro j hj
    simp only [fermiSea, zone, Finset.mem_Icc, Finset.mem_Ioc] at *
    omega
  · rintro E ⟨S, hS, hc, rfl⟩
    -- measure all energies from the Fermi level
    have hlow : ∑ j ∈ fermiSea m \ S, (band t L j - band t L m) ≤ 0 := by
      apply Finset.sum_nonpos
      intro j hj
      have hj' := (Finset.mem_sdiff.1 hj).1
      simp only [fermiSea, Finset.mem_Icc] at hj'
      exact sub_nonpos.2 (band_mono ht (by omega) (by omega) (by omega))
    have hhigh : 0 ≤ ∑ j ∈ S \ fermiSea m, (band t L j - band t L m) := by
      apply Finset.sum_nonneg
      intro j hj
      have hz := hS (Finset.mem_sdiff.1 hj).1
      have hj' := (Finset.mem_sdiff.1 hj).2
      simp only [fermiSea, zone, Finset.mem_Icc, Finset.mem_Ioc] at hz hj'
      exact sub_nonneg.2 (band_mono ht (by omega) (by omega) (by omega))
    have e1 := Finset.sum_inter_add_sum_sdiff (fermiSea m) S
      (fun j => band t L j - band t L m)
    have e2 := Finset.sum_inter_add_sum_sdiff S (fermiSea m)
      (fun j => band t L j - band t L m)
    rw [Finset.inter_comm] at e2
    have key : ∑ j ∈ fermiSea m, (band t L j - band t L m) ≤
        ∑ j ∈ S, (band t L j - band t L m) := by linarith
    simp only [Finset.sum_sub_distrib, Finset.sum_const, hc, hF] at key
    unfold energy
    linarith
```

The sign condition on t matters already for one particle on three sites. Take t = −1, L = 3 and m = 0. The sea {0} has energy 2, whereas the label 1 has energy 2 cos(2π/3) = −1, so the symmetric sea is no longer the minimum.

## Summing the cosines

For every real θ,

sin θ · Σ cos(2jθ) = sin((2m+1)θ), with j from −m to m.

For m = 0 both sides are sin θ. Passing from m to m+1 adds the labels ±(m+1), which contribute equal cosines, and the left-hand side grows by

2 sin θ cos(2(m+1)θ) = sin((2m+3)θ) − sin((2m+1)θ).

This is exactly the change needed on the right. In the induction, `hs` splits off the new pair, and `n1` and `n2` confirm that neither label was already present. The addition formulas for the sine then finish the step.

```lean
/-- The sum of cosines over a symmetric Fermi sea, multiplied by `sin θ`, is a single sine. -/
theorem sin_mul_sum_cos (m : ℕ) (θ : ℝ) :
    Real.sin θ * ∑ j ∈ fermiSea m, Real.cos (2 * (j : ℝ) * θ) =
      Real.sin ((2 * (m : ℝ) + 1) * θ) := by
  induction m with
  | zero => simp [fermiSea]
  | succ m ih =>
    -- the next closed shell adds the pair of momenta ±(m+1)
    have hs : fermiSea (m + 1) =
        insert ((m : ℤ) + 1) (insert (-((m : ℤ) + 1)) (fermiSea m)) := by
      ext j
      simp only [fermiSea, Finset.mem_Icc, Finset.mem_insert]
      omega
    have n1 : (m : ℤ) + 1 ∉ insert (-((m : ℤ) + 1)) (fermiSea m) := by
      simp only [fermiSea, Finset.mem_Icc, Finset.mem_insert]
      omega
    have n2 : -((m : ℤ) + 1) ∉ fermiSea m := by
      simp only [fermiSea, Finset.mem_Icc]
      omega
    have e1 : Real.cos (2 * (((m : ℤ) + 1 : ℤ) : ℝ) * θ) =
        Real.cos (2 * ((m : ℝ) + 1) * θ) := by
      push_cast
      rfl
    have e2 : Real.cos (2 * ((-((m : ℤ) + 1) : ℤ) : ℝ) * θ) =
        Real.cos (2 * ((m : ℝ) + 1) * θ) := by
      rw [← Real.cos_neg (2 * ((m : ℝ) + 1) * θ)]
      congr 1
      push_cast
      ring
    have h1 : (2 * ((m + 1 : ℕ) : ℝ) + 1) * θ = 2 * ((m : ℝ) + 1) * θ + θ := by
      push_cast
      ring
    have h2 : (2 * (m : ℝ) + 1) * θ = 2 * ((m : ℝ) + 1) * θ - θ := by ring
    rw [hs, Finset.sum_insert n1, Finset.sum_insert n2, mul_add, mul_add, ih, e1, e2, h1, h2,
      Real.sin_add, Real.sin_sub]
    ring
```

Set θ = π/L. For L ≥ 2 this angle lies strictly between 0 and π, so sin(π/L) > 0 and the identity may be divided by it:

E(F) = −2t sin(π(2m+1)/L) / sin(π/L).

The theorem allows any real t and any m. Its reading as a fermion energy requires 2m+1 ≤ L, since a longer list of labels would occupy some plane wave twice.

```lean
/-- For `L ≥ 2`, the summed band energy of the labels `-m, ..., m`, with `N = 2m+1`, is `-2t
sin(πN/L)/sin(π/L)`. -/
theorem energy_closed_form (t : ℝ) {L : ℕ} (hL : 2 ≤ L) (m : ℕ) :
    energy t L (fermiSea m) =
      -2 * t * Real.sin (π * (2 * (m : ℝ) + 1) / L) / Real.sin (π / L) := by
  have hL1 : (1 : ℝ) < L := Nat.one_lt_cast.2 (by omega)
  have hs : 0 < Real.sin (π / L) :=
    Real.sin_pos_of_pos_of_lt_pi (div_pos Real.pi_pos (by linarith))
      (div_lt_self Real.pi_pos hL1)
  have e : energy t L (fermiSea m) =
      -2 * t * ∑ j ∈ fermiSea m, Real.cos (2 * (j : ℝ) * (π / L)) := by
    unfold energy
    rw [Finset.mul_sum]
    apply Finset.sum_congr rfl
    intro j _
    have ha : momentum L j = 2 * (j : ℝ) * (π / L) := by
      unfold momentum
      ring
    rw [band, ha]
  have d := sin_mul_sum_cos m (π / L)
  rw [show (2 * (m : ℝ) + 1) * (π / L) = π * (2 * (m : ℝ) + 1) / L by ring] at d
  rw [eq_div_iff hs.ne', e]
  linear_combination (-2 * t) * d
```

For t ≥ 0, L ≥ 3 and N ≤ L, a tight-binding program obtains the same number by diagonalising the L × L hopping matrix, sorting its eigenvalues and adding the lowest N. (On two sites both hops lead to the same neighbour, so the matrix element here is −2t, whereas a program that counts the bond once has −t.) With L = 6 and t > 0 the eigenvalues are −2t, −t, −t, t, t, 2t. For N = 3 their sum is −4t, and the formula gives −2t sin(π/2)/sin(π/6) = −4t. Under the same conditions it is also the ground-state energy that a many-body Hubbard code should give in the restricted case of 2m+1 electrons with equal spin on a periodic ring, where the on-site repulsion has no effect.

## The energy per site of a large ring

Let L and m now vary along a sequence indexed by k (no longer a momentum), with L → ∞ and (2m+1)/L → n. Define sinc x = sin x / x for x ≠ 0 and sinc 0 = 1. Dividing the closed form by L gives

E(F)/L = −2t sin(π(2m+1)/L) / [L sin(π/L)] = −2t sin(π(2m+1)/L) / [π sinc(π/L)].

The numerator tends to −2t sin(πn) by continuity of the sine. In the denominator π/L → 0, so sinc(π/L) → 1. The quotient therefore tends to −(2t/π) sin(πn) = e(n).

The hypotheses `hL` and `hn` are the two limits assumed for the sequence; the filling need not be the same on every ring. Lean obtains the limits of numerator and denominator as `hnum` and `hsinc`. It then uses the closed form only from the point where L ≥ 2, which is enough for a limit. The physical range is again 2m+1 ≤ L, so that 0 ≤ n ≤ 1.

```lean
/-- Along any sequence of rings with `L → ∞` and `N/L → n`, where `N = 2m+1`, the charge
energy per site tends to `-(2t/π) sin(πn)`. -/
theorem energy_per_site_tendsto (t n : ℝ) (L m : ℕ → ℕ) (hL : Tendsto L atTop atTop)
    (hn : Tendsto (fun k => (2 * (m k : ℝ) + 1) / (L k : ℝ)) atTop (𝓝 n)) :
    Tendsto (fun k => energy t (L k) (fermiSea (m k)) / (L k : ℝ)) atTop
      (𝓝 (energyDensity t n)) := by
  have hx : Tendsto (fun k => π / (L k : ℝ)) atTop (𝓝 0) :=
    tendsto_const_nhds.div_atTop (tendsto_natCast_atTop_atTop.comp hL)
  have hsinc : Tendsto (fun k => Real.sinc (π / (L k : ℝ))) atTop (𝓝 1) := by
    have h := (Real.continuous_sinc.tendsto 0).comp hx
    rwa [Real.sinc_zero] at h
  have hnum : Tendsto (fun k => Real.sin (π * ((2 * (m k : ℝ) + 1) / (L k : ℝ)))) atTop
      (𝓝 (Real.sin (π * n))) :=
    (Real.continuous_sin.tendsto _).comp (hn.const_mul π)
  have hq := (hnum.const_mul (-2 * t)).div (hsinc.const_mul π)
    (mul_ne_zero Real.pi_ne_zero one_ne_zero)
  have hlim : energyDensity t n = -2 * t * Real.sin (π * n) / (π * 1) := by
    unfold energyDensity
    ring
  rw [hlim]
  refine hq.congr' ?_
  -- for L ≥ 2 the closed form applies
  filter_upwards [hL.eventually_ge_atTop 2] with k hk
  have hk0 : (L k : ℝ) ≠ 0 := Nat.cast_ne_zero.2 (by omega)
  have e : π * (Real.sin (π / (L k : ℝ)) / (π / (L k : ℝ))) =
      Real.sin (π / (L k : ℝ)) * (L k : ℝ) := by
    field_simp
  show -2 * t * Real.sin (π * ((2 * (m k : ℝ) + 1) / (L k : ℝ))) /
    (π * Real.sinc (π / (L k : ℝ))) = _
  rw [energy_closed_form t hk, Real.sinc_of_ne_zero (div_ne_zero Real.pi_ne_zero hk0), e,
    ← mul_div_assoc, div_div]
```

For the six-site ring above, the energy per site is −2t/3 ≈ −0.667t, compared with −2t/π ≈ −0.637t in the limit at n = 1/2.

## The cost of adding charge

Differentiating the limiting energy density gives

de/dn = −(2t/π) · π cos(πn) = −2t cos(πn).

This is the one-particle energy at momentum πn. For 0 < n < 1 and t > 0 that momentum is the edge of the Fermi sea in the large-ring limit, and the derivative is the zero-temperature chemical potential of these non-interacting spinless fermions. The Lean proof applies the chain rule and cancels π against its inverse.

```lean
/-- The derivative of the limiting energy per site with respect to the filling is
`-2t cos(πn)`. -/
theorem energyDensity_hasDerivAt (t n : ℝ) :
    HasDerivAt (energyDensity t) (-2 * t * Real.cos (π * n)) n := by
  have h := (((hasDerivAt_id' n).const_mul π).sin).const_mul (-(2 * t / π))
  have hp : π * π⁻¹ = 1 := mul_inv_cancel₀ Real.pi_ne_zero
  refine HasDerivAt.congr_deriv h ?_
  linear_combination (-2 * t * Real.cos (π * n)) * hp

end

end InfiniteUHubbardRing
```

```lean
#print axioms InfiniteUHubbardRing.fermiSea_isLeast
#print axioms InfiniteUHubbardRing.energy_closed_form
#print axioms InfiniteUHubbardRing.energy_per_site_tendsto
#print axioms InfiniteUHubbardRing.energyDensity_hasDerivAt
```

```
'InfiniteUHubbardRing.fermiSea_isLeast' depends on axioms: [propext, Classical.choice, Quot.sound]
'InfiniteUHubbardRing.energy_closed_form' depends on axioms: [propext, Classical.choice, Quot.sound]
'InfiniteUHubbardRing.energy_per_site_tendsto' depends on axioms: [propext, Classical.choice, Quot.sound]
'InfiniteUHubbardRing.energyDensity_hasDerivAt' depends on axioms: [propext, Classical.choice, Quot.sound]
```
